# Among perfect matchings of 2M ordered sites, the Seidl map alone minimises a strictly decreasing, strictly convex repulsion

A strictly correlated state of two electrons on $2M$ sites of a line is modelled here as a perfect matching $\sigma$: when one electron is at site $i$, the other is certainly at $\sigma(i)$. If the repulsion $w$ is strictly decreasing and strictly convex at positive distances, pairing site $k$ with site $k+M$ costs strictly less than any other matching.

In Lean 4 with Mathlib:

```lean
import Mathlib

open Finset

namespace DiscreteSeidlMap

noncomputable section

/-- A perfect matching of `n` sites: every site has a partner other than itself, and
partnership is mutual. -/
def IsMatching {n : ℕ} (σ : Fin n → Fin n) : Prop :=
  (∀ i, σ (σ i) = i) ∧ ∀ i, σ i ≠ i

/-- The repulsion energy of a matching: half the sum over all sites of the interaction `w`
at the distance between a site and its partner. -/
def pairEnergy {n : ℕ} (w : ℝ → ℝ) (x : Fin n → ℝ) (σ : Fin n → Fin n) : ℝ :=
  (1 / 2) * ∑ i, w |x i - x (σ i)|

/-- The discrete Seidl co-motion map on `2M` sites: site `k` of the lower half is paired
with site `k + M`. -/
def comotion (M : ℕ) (i : Fin (2 * M)) : Fin (2 * M) :=
  ⟨if i.val < M then i.val + M else i.val - M, by
    have := i.isLt
    split_ifs <;> omega⟩

/-- The map `σ` after the sites `p` and `q` have traded places. -/
def exchange {n : ℕ} (σ : Fin n → Fin n) (p q : Fin n) : Fin n → Fin n :=
  fun i => Equiv.swap p q (σ (Equiv.swap p q i))

/-- The Seidl map is a perfect matching. -/
theorem comotion_isMatching (M : ℕ) : IsMatching (comotion M) := by
  constructor
  · intro i
    have := i.isLt
    apply Fin.ext
    simp only [comotion]
    split_ifs <;> omega
  · intro i e
    have := i.isLt
    have h := congrArg Fin.val e
    simp only [comotion] at h
    split_ifs at h <;> omega

/-- For ordered sites the energy of a matching is the sum of `w` over its pairs, each pair
counted once from its left member. -/
theorem pairEnergy_eq_sum_pairs {n : ℕ} {w : ℝ → ℝ} {x : Fin n → ℝ} {σ : Fin n → Fin n}
    (hx : StrictMono x) (h : IsMatching σ) :
    pairEnergy w x σ = ∑ i ∈ univ.filter (fun i => i < σ i), w (x (σ i) - x i) := by
  have hs := Finset.sum_filter_add_sum_filter_not univ (fun i => i < σ i)
    (fun i => w |x i - x (σ i)|)
  have h1 : ∑ i ∈ univ.filter (fun i => i < σ i), w |x i - x (σ i)|
      = ∑ i ∈ univ.filter (fun i => i < σ i), w (x (σ i) - x i) := by
    refine Finset.sum_congr rfl fun i hi => ?_
    rw [abs_sub_comm, abs_of_pos (sub_pos.2 (hx (Finset.mem_filter.1 hi).2))]
  -- right members contribute the same as left members
  have h2 : ∑ i ∈ univ.filter (fun i => ¬ i < σ i), w |x i - x (σ i)|
      = ∑ i ∈ univ.filter (fun i => i < σ i), w |x i - x (σ i)| := by
    refine Finset.sum_nbij' σ σ ?_ ?_ (fun i _ => h.1 i) (fun i _ => h.1 i) ?_
    · intro i hi
      refine Finset.mem_filter.2 ⟨Finset.mem_univ _, ?_⟩
      rw [h.1 i]
      exact lt_of_le_of_ne (not_lt.1 (Finset.mem_filter.1 hi).2) (h.2 i)
    · intro i hi
      refine Finset.mem_filter.2 ⟨Finset.mem_univ _, ?_⟩
      rw [h.1 i]
      exact lt_asymm (Finset.mem_filter.1 hi).2
    · intro i _
      rw [h.1 i, abs_sub_comm]
  unfold pairEnergy
  linarith

/-- For four ordered points and a strictly convex repulsion, the crossing pairing costs less
than the nested pairing. -/
theorem crossing_lt_nested {w : ℝ → ℝ} (hw : StrictConvexOn ℝ (Set.Ioi 0) w)
    {a b c d : ℝ} (hab : a < b) (hbc : b < c) (hcd : c < d) :
    w (c - a) + w (d - b) < w (d - a) + w (c - b) := by
  have hu : 0 < b - a := sub_pos.2 hab
  have hv : 0 < d - c := sub_pos.2 hcd
  have hD : 0 < (b - a) + (d - c) := add_pos hu hv
  have hs : c - b ∈ Set.Ioi (0 : ℝ) := sub_pos.2 hbc
  have ht : d - a ∈ Set.Ioi (0 : ℝ) := sub_pos.2 (hab.trans (hbc.trans hcd))
  have hne : c - b ≠ d - a := by intro e; linarith
  obtain ⟨α, hα⟩ : ∃ α, α = (d - c) / ((b - a) + (d - c)) := ⟨_, rfl⟩
  obtain ⟨β, hβ⟩ : ∃ β, β = (b - a) / ((b - a) + (d - c)) := ⟨_, rfl⟩
  have hα0 : 0 < α := by rw [hα]; exact div_pos hv hD
  have hβ0 : 0 < β := by rw [hβ]; exact div_pos hu hD
  have hsum : α + β = 1 := by
    rw [hα, hβ, ← add_div, add_comm (d - c), div_self hD.ne']
  have hβD : β * ((b - a) + (d - c)) = b - a := by rw [hβ]; exact div_mul_cancel₀ _ hD.ne'
  -- both crossing distances are mixtures of the two nested distances
  have e1 : α * (c - b) + β * (d - a) = c - a := by
    linear_combination (c - b) * hsum + hβD
  have e2 : β * (c - b) + α * (d - a) = d - b := by
    linear_combination (d - a) * hsum - hβD
  have k1 := hw.2 hs ht hne hα0 hβ0 hsum
  have k2 := hw.2 hs ht hne hβ0 hα0 (by rw [add_comm]; exact hsum)
  simp only [smul_eq_mul] at k1 k2
  rw [e1] at k1
  rw [e2] at k2
  have k3 : (α + β) * (w (c - b) + w (d - a)) = w (c - b) + w (d - a) := by
    rw [hsum, one_mul]
  linarith

/-- Exchanging partners between two distinct pairs changes the energy only through the
interactions within these two pairs. -/
theorem pairEnergy_exchange {n : ℕ} (w : ℝ → ℝ) (x : Fin n → ℝ) {σ : Fin n → Fin n}
    (h : IsMatching σ) {p q : Fin n} (hpq : p ≠ q) (hσ : σ p ≠ q) :
    pairEnergy w x (exchange σ p q) = pairEnergy w x σ
      + (w |x p - x (σ q)| + w |x q - x (σ p)|)
      - (w |x p - x (σ p)| + w |x q - x (σ q)|) := by
  have hσ' : σ q ≠ p := fun e => hσ (by rw [← e, h.1])
  have hne : σ p ≠ σ q := fun e => hpq (by rw [← h.1 p, e, h.1])
  have hre : ∑ i, w |x i - x (exchange σ p q i)|
      = ∑ i, w |x (Equiv.swap p q i) - x (Equiv.swap p q (σ i))| :=
    (Equiv.sum_comp (Equiv.swap p q) (fun i => w |x i - x (exchange σ p q i)|)).symm.trans
      (by simp [exchange])
  -- only the four sites involved contribute to the difference
  have hd : ∑ i ∈ ({p, q, σ p, σ q} : Finset (Fin n)),
        (w |x (Equiv.swap p q i) - x (Equiv.swap p q (σ i))| - w |x i - x (σ i)|)
      = ∑ i, (w |x (Equiv.swap p q i) - x (Equiv.swap p q (σ i))| - w |x i - x (σ i)|) := by
    apply Finset.sum_subset (Finset.subset_univ _)
    intro i _ hi
    simp only [Finset.mem_insert, Finset.mem_singleton, not_or] at hi
    obtain ⟨h1, h2, h3, h4⟩ := hi
    have h5 : σ i ≠ p := fun e => h3 (by rw [← e, h.1])
    have h6 : σ i ≠ q := fun e => h4 (by rw [← e, h.1])
    rw [Equiv.swap_apply_of_ne_of_ne h1 h2, Equiv.swap_apply_of_ne_of_ne h5 h6, sub_self]
  rw [Finset.sum_insert (by simp [hpq, (h.2 p).symm, hσ'.symm]),
    Finset.sum_insert (by simp [hσ.symm, (h.2 q).symm]),
    Finset.sum_insert (by simp [hne]), Finset.sum_singleton,
    Finset.sum_sub_distrib] at hd
  simp only [h.1, Equiv.swap_apply_left, Equiv.swap_apply_right,
    Equiv.swap_apply_of_ne_of_ne (h.2 p) hσ,
    Equiv.swap_apply_of_ne_of_ne hσ' (h.2 q)] at hd
  rw [abs_sub_comm (x (σ p)) (x q), abs_sub_comm (x (σ q)) (x p),
    abs_sub_comm (x (σ p)) (x p), abs_sub_comm (x (σ q)) (x q)] at hd
  unfold pairEnergy
  rw [hre]
  linarith

/-- For ordered sites and a repulsion that is strictly decreasing and strictly convex at positive
distances, a matching with two pairs that do not cross can be replaced by one of strictly lower
energy. -/
theorem exists_lower_of_not_crossing {n : ℕ} {w : ℝ → ℝ} {x : Fin n → ℝ}
    {σ : Fin n → Fin n} (hanti : StrictAntiOn w (Set.Ioi 0))
    (hconv : StrictConvexOn ℝ (Set.Ioi 0) w) (hx : StrictMono x) (h : IsMatching σ)
    {i j : Fin n} (hij : i < j) (hi : i < σ i) (hj : j < σ j)
    (hc : ¬ (j < σ i ∧ σ i < σ j)) :
    ∃ τ, IsMatching τ ∧ pairEnergy w x τ < pairEnergy w x σ := by
  have hm : ∀ p q, IsMatching (exchange σ p q) := fun p q =>
    ⟨fun k => by simp [exchange, h.1], fun k e => h.2 (Equiv.swap p q k)
      ((Equiv.swap_apply_self p q _).symm.trans (congrArg (Equiv.swap p q) e))⟩
  rcases lt_trichotomy (σ i) j with h1 | h1 | h1
  · -- side by side: crossing lengthens both distances
    refine ⟨exchange σ i (σ j), hm _ _, ?_⟩
    rw [pairEnergy_exchange w x h (hij.trans hj).ne (h1.trans hj).ne, h.1 j,
      abs_sub_comm (x i) (x j), abs_sub_comm (x i) (x (σ i)),
      abs_of_pos (sub_pos.2 (hx hij)), abs_of_pos (sub_pos.2 (hx hi)),
      abs_of_pos (sub_pos.2 (hx hj)), abs_of_pos (sub_pos.2 (hx (h1.trans hj)))]
    have k1 : w (x j - x i) < w (x (σ i) - x i) :=
      hanti (sub_pos.2 (hx hi)) (sub_pos.2 (hx hij)) (by linarith [hx h1])
    have k2 : w (x (σ j) - x (σ i)) < w (x (σ j) - x j) :=
      hanti (sub_pos.2 (hx hj)) (sub_pos.2 (hx (h1.trans hj))) (by linarith [hx h1])
    linarith
  · have e : σ j = i := by rw [← h1, h.1]
    rw [e] at hj
    exact (lt_asymm hij hj).elim
  · -- nested: crossing evens out the distances
    have h2 : σ j < σ i := lt_of_le_of_ne (not_lt.1 fun h' => hc ⟨h1, h'⟩)
      (fun e => hij.ne' (by rw [← h.1 j, e, h.1]))
    refine ⟨exchange σ i j, hm _ _, ?_⟩
    rw [pairEnergy_exchange w x h hij.ne h1.ne',
      abs_sub_comm (x i) (x (σ j)), abs_sub_comm (x j) (x (σ i)),
      abs_sub_comm (x i) (x (σ i)), abs_sub_comm (x j) (x (σ j)),
      abs_of_pos (sub_pos.2 (hx (hij.trans hj))), abs_of_pos (sub_pos.2 (hx h1)),
      abs_of_pos (sub_pos.2 (hx hi)), abs_of_pos (sub_pos.2 (hx hj))]
    linarith [crossing_lt_nested hconv (hx hij) (hx hj) (hx h2)]

/-- A perfect matching of `2M` sites in which any two pairs cross is the Seidl map. -/
theorem eq_comotion_of_crossing {M : ℕ} {σ : Fin (2 * M) → Fin (2 * M)} (h : IsMatching σ)
    (hc : ∀ i j, i < j → i < σ i → j < σ j → j < σ i ∧ σ i < σ j) : σ = comotion M := by
  have gap : ∀ i, i < σ i → (σ i).val = i.val + M := by
    intro i hi
    -- sites inside the interval are matched exactly with the sites outside
    have himg : (Finset.Ioo i (σ i)).image σ = (Finset.Icc i (σ i))ᶜ := by
      ext m
      simp only [Finset.mem_image, Finset.mem_Ioo, Finset.mem_compl, Finset.mem_Icc]
      constructor
      · rintro ⟨j, ⟨h1, h2⟩, rfl⟩ ⟨h3, h4⟩
        rcases lt_or_gt_of_ne (h.2 j) with h5 | h5
        · rcases h3.eq_or_lt with h6 | h6
          · have e : σ i = j := by rw [h6, h.1]
            exact h2.ne e.symm
          · have k := (hc i (σ j) h6 hi (by rw [h.1]; exact h5)).2
            rw [h.1] at k
            exact lt_asymm h2 k
        · exact not_lt_of_ge h4 (hc i j h1 hi h5).2
      · intro hm
        refine ⟨σ m, ?_, h.1 m⟩
        rcases lt_or_ge m i with h1 | h1
        · rcases lt_or_gt_of_ne (h.2 m) with h2 | h2
          · have k := (hc (σ m) i (h2.trans h1) (by rw [h.1]; exact h2) hi).1
            rw [h.1] at k
            exact (lt_asymm h1 k).elim
          · exact hc m i h1 h2 hi
        · have h3 : σ i < m := not_le.1 fun h' => hm ⟨h1, h'⟩
          rcases lt_or_gt_of_ne (h.2 m) with h2 | h2
          · have h4 : σ m < σ (σ m) := by rw [h.1]; exact h2
            rcases lt_trichotomy (σ m) i with h5 | h5 | h5
            · have k := (hc (σ m) i h5 h4 hi).2
              rw [h.1] at k
              exact (lt_asymm h3 k).elim
            · have e : σ i = m := by rw [← h5, h.1]
              exact (h3.ne e).elim
            · exact ⟨h5, (hc i (σ m) h5 hi h4).1⟩
          · exact (lt_asymm h3 (hc i m (hi.trans h3) hi h2).1).elim
    have hinj : Function.Injective σ := Function.LeftInverse.injective h.1
    have hcard := congrArg Finset.card himg
    rw [Finset.card_image_of_injective _ hinj, Finset.card_compl, Fintype.card_fin,
      Fin.card_Ioo, Fin.card_Icc] at hcard
    have h1 : i.val < (σ i).val := hi
    have h2 := (σ i).isLt
    omega
  funext i
  apply Fin.ext
  have h0 := i.isLt
  have h1 := (σ i).isLt
  simp only [comotion]
  rcases lt_or_gt_of_ne (h.2 i) with h2 | h2
  · have k := gap (σ i) (by rw [h.1]; exact h2)
    rw [h.1] at k
    split_ifs <;> omega
  · have k := gap i h2
    split_ifs <;> omega

/-- For ordered sites and a repulsion that is strictly decreasing and strictly convex at
positive distances, every perfect matching other than the Seidl map has strictly larger
energy than the Seidl map. -/
theorem comotion_unique_minimiser {M : ℕ} {w : ℝ → ℝ} {x : Fin (2 * M) → ℝ}
    (hanti : StrictAntiOn w (Set.Ioi 0)) (hconv : StrictConvexOn ℝ (Set.Ioi 0) w)
    (hx : StrictMono x) {σ : Fin (2 * M) → Fin (2 * M)} (h : IsMatching σ)
    (hne : σ ≠ comotion M) :
    pairEnergy w x (comotion M) < pairEnergy w x σ := by
  -- every minimiser is the Seidl map, since all its pairs cross
  have key : ∀ τ, IsMatching τ →
      (∀ ρ, IsMatching ρ → pairEnergy w x τ ≤ pairEnergy w x ρ) → τ = comotion M := by
    intro τ hτ hmin
    refine eq_comotion_of_crossing hτ fun i j hij hi hj => ?_
    by_contra hc
    obtain ⟨ρ, hρ, hlt⟩ := exists_lower_of_not_crossing hanti hconv hx hτ hij hi hj hc
    exact not_lt_of_ge (hmin ρ hρ) hlt
  obtain ⟨τ, hτ, hmin⟩ := Set.exists_min_image {τ | IsMatching τ} (pairEnergy w x)
    (Set.toFinite _) ⟨comotion M, comotion_isMatching M⟩
  have hτe := key τ hτ hmin
  rw [hτe] at hmin
  by_contra hlt
  exact hne (key σ h fun ρ hρ => (not_lt.1 hlt).trans (hmin ρ hρ))

/-- For the Coulomb repulsion `1/r` between ordered sites, every perfect matching other than
the Seidl map has strictly larger energy than the Seidl map. -/
theorem coulomb_comotion_unique_minimiser {M : ℕ} {x : Fin (2 * M) → ℝ}
    (hx : StrictMono x) {σ : Fin (2 * M) → Fin (2 * M)} (h : IsMatching σ)
    (hne : σ ≠ comotion M) :
    pairEnergy (fun r => r⁻¹) x (comotion M) < pairEnergy (fun r => r⁻¹) x σ := by
  have hconv : StrictConvexOn ℝ (Set.Ioi 0) (fun r : ℝ => r⁻¹) := by
    have k := strictConvexOn_zpow (m := -1) (by norm_num) (by norm_num)
    simpa only [zpow_neg_one] using k
  have hanti : StrictAntiOn (fun r : ℝ => r⁻¹) (Set.Ioi 0) :=
    fun a ha b hb hab => (inv_lt_inv₀ hb ha).2 hab
  exact comotion_unique_minimiser hanti hconv hx h hne

end

end DiscreteSeidlMap
```

```lean
#print axioms DiscreteSeidlMap.pairEnergy_eq_sum_pairs
-- 'DiscreteSeidlMap.pairEnergy_eq_sum_pairs' depends on axioms: [propext, Classical.choice, Quot.sound]
#print axioms DiscreteSeidlMap.comotion_unique_minimiser
-- 'DiscreteSeidlMap.comotion_unique_minimiser' depends on axioms: [propext, Classical.choice, Quot.sound]
#print axioms DiscreteSeidlMap.coulomb_comotion_unique_minimiser
-- 'DiscreteSeidlMap.coulomb_comotion_unique_minimiser' depends on axioms: [propext, Classical.choice, Quot.sound]
```

## Two electrons that determine each other's position

Sites are numbered $0,\dots,2M-1$, and `StrictMono x` says that their positions $x_i$ increase with $i$. `IsMatching σ` requires $\sigma(\sigma(i))=i$ and $\sigma(i)\ne i$: the electrons can trade roles, and they never share a site. The energy `pairEnergy` is

$$E(\sigma)=\tfrac12\sum_i w(|x_i-x_{\sigma(i)}|)=\sum_{i<\sigma(i)} w(x_{\sigma(i)}-x_i).$$

The second form, proved in `pairEnergy_eq_sum_pairs`, counts each pair once. For $M\ge1$, giving each pair probability $1/M$ puts density $1/M$ on every site, two electrons in total, and the expected repulsion is $E(\sigma)/M$.

The map `comotion M` sends $k$ to $k+M$ in the lower half and to $k-M$ in the upper half. `comotion_unique_minimiser` states that every other matching has strictly larger energy. The hypotheses `StrictAntiOn` and `StrictConvexOn` on `Set.Ioi 0` stand for a repulsion that weakens with distance, and does so ever more slowly. `coulomb_comotion_unique_minimiser` verifies both for $1/r$.

The result concerns the strong-interaction limit of density functional theory, for two electrons in one dimension with equal site densities and no kinetic energy. The competitors are matchings only; states that spread an electron's partner over several sites are not compared.

## Why crossing pairs cost least

Take four points $a<b<c<d$. The crossing pairing joins $a$ to $c$ and $b$ to $d$.

Against the side-by-side pairing, crossing lengthens both distances: $c-a>b-a$ and $d-b>d-c$. Strict decrease gives
$$w(c-a)+w(d-b)<w(b-a)+w(d-c).$$

Against the nested pairing, the total distance is unchanged. Put $s=c-b$, $t=d-a$ and
$$\alpha=\frac{d-c}{t-s},\qquad \beta=\frac{b-a}{t-s}.$$
Since $t-s=(b-a)+(d-c)$, both weights are positive and $\alpha+\beta=1$. Moreover,
$$c-a=\alpha s+\beta t,\qquad d-b=\beta s+\alpha t.$$
Strict convexity, applied to each mixture and added, gives
$$w(c-a)+w(d-b)<w(s)+w(t).$$
This is `crossing_lt_nested`; its equations `e1` and `e2` are the two mixtures.

To use these inequalities inside a larger matching, let sites $p$ and $q$ from different pairs trade places. The pairs $\{p,\sigma(p)\}$ and $\{q,\sigma(q)\}$ become $\{q,\sigma(p)\}$ and $\{p,\sigma(q)\}$, and all others stay. `pairEnergy_exchange` reindexes the site sum and shows that only these four sites contribute to the energy change. `exists_lower_of_not_crossing` then treats the two cases: it exchanges $i$ with $\sigma(j)$ for side-by-side pairs, and $i$ with $j$ for nested ones.

## From crossing pairs to a shift by M

Suppose that any two pairs cross, and let $i<\sigma(i)$. A site strictly between $i$ and $\sigma(i)$ has its partner outside the interval, since otherwise the pairs would be nested. A site outside has its partner inside, since otherwise the pairs would be nested or side by side. Thus $\sigma$ maps the interior one-to-one onto the exterior, and counting gives
$$\sigma(i)-i-1=2M-(\sigma(i)-i+1),$$
so $\sigma(i)=i+M$. Every left member therefore lies in the lower half and every right member in the upper half, so $\sigma$ is the Seidl map. In `eq_comotion_of_crossing`, `himg` is this correspondence, and `omega` solves the counting equation.

There are finitely many matchings, so a minimiser exists. It has only crossing pairs, because any other two could be exchanged to lower the energy; hence it is the Seidl map. Another matching with energy no larger would also be a minimiser, and so the same map.

## The shift in a calculation

In a one-dimensional strictly correlated calculation for two electrons, the partner position is found from the cumulative density, by moving along until it has changed by one electron. With $1/M$ of an electron per site, that means moving $M$ sites. For a strictly increasing NumPy array `x` of length $2M$ and a vectorised `w` that satisfies the two hypotheses, the minimal energy is `w(x[M:] - x[:M]).sum()`, with no search over matchings; dividing by $M$ gives the expected repulsion.
